# For a fermionic state of definite particle number, the two-body cumulant has trace tr γ² − tr γ

After a correlated calculation has produced one- and two-body density matrices, one can form the two-body cumulant, sum its diagonal, and compare the sum with $\mathrm{tr}\,\gamma^2-\mathrm{tr}\,\gamma$, which needs the one-body matrix alone. If both matrices are expectation values in the same normalised state of fixed particle number, in a finite spin-orbital basis, the two numbers must agree in the convention where the two-body matrix of $N$ particles has trace $N(N-1)$. A mismatch then shows that something is wrong, for example the operator order, the index order or the normalisation. Density matrices defined as energy derivatives, such as those of MP2, need not be of this kind and can fail the test without any error. The common value also measures correlation: it is $-\sum_i n_i(1-n_i)$ in terms of the natural occupation numbers $n_i$, the eigenvalues of $\gamma$.

Let $a_p$ annihilate a particle in mode $p$, let $c_p$ stand for $a_p^\dagger$, and let $\Psi$ be a vector in a complex inner product space $H$. The inner product is linear in its second argument.

```lean
import Mathlib

open scoped InnerProductSpace Matrix

noncomputable section

namespace CumulantTrace

variable {ι H : Type*} [NormedAddCommGroup H] [InnerProductSpace ℂ H]
```

The one-body density matrix is $\gamma_{pq}=\langle\Psi,c_pa_q\Psi\rangle$, written `rdm a c Ψ p q`.

```lean
/-- The one-body density matrix `γ_pq = ⟨Ψ, a_p† a_q Ψ⟩`, with `c p` in the role of `a_p†`. -/
def rdm (a c : ι → H →ₗ[ℂ] H) (Ψ : H) : Matrix ι ι ℂ :=
  fun p q => ⟪Ψ, c p (a q Ψ)⟫_ℂ
```

The cumulant `cumulant a c Ψ p q r s` is

$$\lambda_{pq,rs}=\langle\Psi,c_pc_qa_sa_r\Psi\rangle-\gamma_{pr}\gamma_{qs}+\gamma_{ps}\gamma_{qr}.$$

The annihilators stand in the order $s,r$, and the pair density carries no factor $1/2$. The trace sets $r=p$ and $s=q$ and sums over both.

```lean
/-- The two-body cumulant: the pair density `⟨Ψ, a_p† a_q† a_s a_r Ψ⟩` minus the
antisymmetrised product `γ_pr γ_qs - γ_ps γ_qr`. -/
def cumulant (a c : ι → H →ₗ[ℂ] H) (Ψ : H) (p q r s : ι) : ℂ :=
  ⟪Ψ, c p (c q (a s (a r Ψ)))⟫_ℂ - rdm a c Ψ p r * rdm a c Ψ q s
    + rdm a c Ψ p s * rdm a c Ψ q r
```

## Anticommuting modes

The fields `anti` and `mixed` say that the modes are fermionic and orthonormal: $a_pa_q+a_qa_p=0$ and $a_pc_q+c_qa_p=\delta_{pq}$. The relation between two creators is not listed, because it follows from `anti` and the remaining field, `adjoint`.

```lean
variable [DecidableEq ι]

/-- Fermionic modes: `c p` is the adjoint of `a p`, and the canonical anticommutation
relations hold. -/
structure IsCAR (a c : ι → H →ₗ[ℂ] H) : Prop where
  adjoint : ∀ p x y, ⟪c p x, y⟫_ℂ = ⟪x, a p y⟫_ℂ
  anti : ∀ p q x, a p (a q x) + a q (a p x) = 0
  mixed : ∀ p q x, a p (c q x) + c q (a p x) = if p = q then x else 0
```

By hand, the relations carry $a_r$ to the left through $c_qa_q$:

$$c_qa_qa_r\Psi=-c_qa_ra_q\Psi=a_rc_qa_q\Psi-\delta_{rq}\,a_q\Psi.$$

In the proof this is the step `key` inside `number_annihilate`. The relation `mixed` is used again in `hole_gram`, where it produces the matrix $1-\gamma$.

With bosonic commutators the first and last expressions are still equal, but the cumulant of a bosonic state subtracts the symmetrised product $\gamma_{pr}\gamma_{qs}+\gamma_{ps}\gamma_{qr}$. Its trace is therefore $-\mathrm{tr}\,\gamma^2-\mathrm{tr}\,\gamma$ for a normalised state of definite particle number.

## A finite set of modes

`Fintype ι` restricts the model to finitely many spin orbitals, as in any basis-set calculation. The space $H$ itself may have any dimension, and the operators are linear maps defined on all of it. Every sum over modes, by hand and in Lean, is then finite and can be moved through linear maps and inner products. With infinitely many modes the sums become series, and convergence and operator domains need arguments of their own.

Two such sums will account for the sign of the trace:

$$u_p=\sum_q(1-\gamma)_{qp}\,a_q\Psi,\qquad v_p=\sum_q\gamma_{pq}\,c_q\Psi.$$

```lean
variable [Fintype ι]

/-- The vector `Σ_q (1 - γ)_qp a_q Ψ`. -/
def particleDefect (a c : ι → H →ₗ[ℂ] H) (Ψ : H) (p : ι) : H :=
  ∑ q, (1 - rdm a c Ψ) q p • a q Ψ

/-- The vector `Σ_q γ_pq a_q† Ψ`. -/
def holeDefect (a c : ι → H →ₗ[ℂ] H) (Ψ : H) (p : ι) : H :=
  ∑ q, rdm a c Ψ p q • c q Ψ
```

## A sharp particle number

The hypothesis `hN` is $\sum_qc_qa_q\Psi=N\Psi$: the state is an eigenvector of the number operator. Lean takes `N` to be a complex number, and the proof never needs it to be an integer. No Hamiltonian enters, so the particles may interact in any way that leaves such a state.

Summing the identity for $c_qa_qa_r\Psi$ over $q$ gives

$$\sum_qc_qa_qa_r\Psi=a_r(N\Psi)-a_r\Psi=(N-1)\,a_r\Psi.$$

So $a_r\Psi$, unless it is zero, has particle number $N-1$. The lemma performs the same sum, with `Finset.sum_ite_eq` evaluating the Kronecker delta.

```lean
variable {a c : ι → H →ₗ[ℂ] H} {Ψ : H} {N : ℂ}

/-- If `Σ_q a_q† a_q Ψ = N Ψ`, then `a_r Ψ` satisfies the same equation with `N - 1` in place of
`N`. -/
theorem number_annihilate (h : IsCAR a c) (hN : ∑ q, c q (a q Ψ) = N • Ψ) (r : ι) :
    ∑ q, c q (a q (a r Ψ)) = (N - 1) • a r Ψ := by
  have key : ∀ q, c q (a q (a r Ψ))
      = a r (c q (a q Ψ)) - if r = q then a q Ψ else 0 := by
    intro q
    have h1 : a q (a r Ψ) = -a r (a q Ψ) := eq_neg_of_add_eq_zero_left (h.anti q r Ψ)
    rw [h1, map_neg, ← h.mixed r q (a q Ψ)]
    abel
  rw [Finset.sum_congr rfl (fun q _ => key q), Finset.sum_sub_distrib, ← map_sum, hN,
    map_smul, Finset.sum_ite_eq, if_pos (Finset.mem_univ r), sub_smul, one_smul]
```

For a normalised state without sharp number, the trace acquires the number variance:

$$\sum_{pq}\lambda_{pq,pq}=\mathrm{tr}\,\gamma^2-\mathrm{tr}\,\gamma+\langle\hat N^2\rangle-\langle\hat N\rangle^2,\qquad \hat N=\sum_qc_qa_q.$$

An equal superposition of empty and filled in a single mode shows this: $\lambda=0$, while $\gamma^2-\gamma=-1/4$ and the variance is $1/4$. This vector mixes even and odd fermion numbers, so it is a mathematical example and not a physically allowed state.

## Unit norm

The hypothesis `hΨ` makes $\langle\Psi,\cdot\,\Psi\rangle$ an expectation value. It enters through

$$\mathrm{tr}\,\gamma=\Big\langle\Psi,\sum_qc_qa_q\Psi\Big\rangle=N\|\Psi\|^2=N.$$

Applying $c_p$ to the previous result and pairing with $\Psi$ contracts the pair density to $(N-1)\gamma_{pr}$. Hence

$$\sum_q\lambda_{pq,rq}=(N-1)\gamma_{pr}-\gamma_{pr}\,\mathrm{tr}\,\gamma+\sum_q\gamma_{pq}\gamma_{qr}=(\gamma^2-\gamma)_{pr}.$$

In the proof, `h1` is the contracted pair density, `h2` is the trace of $\gamma$, and `ring` collects the terms.

```lean
/-- Contracting one particle out of the two-body cumulant gives
`Σ_q λ_{pq,rq} = (γ² - γ)_pr`. -/
theorem cumulant_contraction (h : IsCAR a c) (hΨ : ‖Ψ‖ = 1)
    (hN : ∑ q, c q (a q Ψ) = N • Ψ) (p r : ι) :
    ∑ q, cumulant a c Ψ p q r q = (rdm a c Ψ * rdm a c Ψ - rdm a c Ψ) p r := by
  -- the pair density contracts to (N - 1) γ
  have h1 : ∑ q, ⟪Ψ, c p (c q (a q (a r Ψ)))⟫_ℂ = (N - 1) * rdm a c Ψ p r := by
    rw [← inner_sum, ← map_sum, number_annihilate h hN r, map_smul, inner_smul_right]
    rfl
  -- the trace of γ is N
  have h2 : ∑ q, rdm a c Ψ q q = N := by
    simp only [rdm]
    rw [← inner_sum, hN, inner_smul_right, inner_self_eq_norm_sq_to_K, hΨ]
    simp
  simp only [cumulant, Finset.sum_add_distrib, Finset.sum_sub_distrib, ← Finset.mul_sum]
  rw [h1, h2, Matrix.sub_apply, Matrix.mul_apply]
  ring
```

Setting $r=p$ and summing gives the trace formula.

```lean
/-- The trace of the two-body cumulant is `tr γ² - tr γ`. -/
theorem cumulant_trace (h : IsCAR a c) (hΨ : ‖Ψ‖ = 1)
    (hN : ∑ q, c q (a q Ψ) = N • Ψ) :
    ∑ p, ∑ q, cumulant a c Ψ p q p q
      = (rdm a c Ψ * rdm a c Ψ).trace - (rdm a c Ψ).trace := by
  rw [Finset.sum_congr rfl (fun p _ => cumulant_contraction h hΨ hN p p),
    ← Matrix.trace_sub]
  rfl
```

If $\|\Psi\|^2=w$, the contraction gains the term $N(1-w)\gamma_{pr}$, and the trace is wrong by $N^2w(1-w)$.

## Creation as the adjoint of annihilation

The field `adjoint` says $\langle c_px,y\rangle=\langle x,a_py\rangle$. The trace formula has not used it. It is what ties the formula to squared norms, and so to a sign. Without it $\gamma$ need not be Hermitian, and the trace can be positive.

With it, $\gamma$ is a matrix of overlaps:

$$\gamma_{pq}=\langle a_p\Psi,a_q\Psi\rangle.$$

```lean
omit [Fintype ι] in
/-- The one-body density matrix is the Gram matrix of the vectors `a_p Ψ`. -/
theorem rdm_gram (h : IsCAR a c) (p q : ι) : rdm a c Ψ p q = ⟪a p Ψ, a q Ψ⟫_ℂ := by
  unfold rdm
  rw [← inner_conj_symm Ψ (c p (a q Ψ)), h.adjoint, inner_conj_symm]
```

The vectors with one particle added have overlaps

$$\langle c_p\Psi,c_q\Psi\rangle=\langle\Psi,a_pc_q\Psi\rangle=\delta_{pq}-\langle\Psi,c_qa_p\Psi\rangle=(1-\gamma)_{qp}.$$

The unit norm is used here too, for the term $\delta_{pq}$.

```lean
omit [Fintype ι] in
/-- The overlaps of the vectors `a_p† Ψ` are the entries of `1 - γ`, transposed. -/
theorem hole_gram (h : IsCAR a c) (hΨ : ‖Ψ‖ = 1) (p q : ι) :
    ⟪c p Ψ, c q Ψ⟫_ℂ = (1 - rdm a c Ψ) q p := by
  have h1 : ⟪Ψ, if p = q then Ψ else 0⟫_ℂ = if q = p then 1 else 0 := by
    by_cases e : p = q
    · subst e
      simp [inner_self_eq_norm_sq_to_K, hΨ]
    · simp [e, Ne.symm e]
  rw [h.adjoint, eq_sub_of_add_eq (h.mixed p q Ψ), inner_sub_right, h1,
    Matrix.sub_apply, Matrix.one_apply]
  rfl
```

The squared norm of any superposition expands in overlaps:

$$\Big\|\sum_qx_qf_q\Big\|^2=\sum_{qr}\overline{x_q}\,\langle f_q,f_r\rangle\,x_r.$$

```lean
omit [DecidableEq ι] in
/-- The squared norm of a superposition, written with the overlaps of its components. -/
theorem norm_sq_superposition (f : ι → H) (x : ι → ℂ) :
    ((‖∑ q, x q • f q‖ ^ 2 : ℝ) : ℂ)
      = ∑ q, ∑ r, star (x q) * ⟪f q, f r⟫_ℂ * x r := by
  have h1 : ((‖∑ q, x q • f q‖ ^ 2 : ℝ) : ℂ)
      = ⟪∑ q, x q • f q, ∑ q, x q • f q⟫_ℂ := by
    rw [Complex.ofReal_pow]
    exact (inner_self_eq_norm_sq_to_K (𝕜 := ℂ) (∑ q, x q • f q)).symm
  rw [h1, sum_inner]
  refine Finset.sum_congr rfl fun q _ => ?_
  rw [inner_sum]
  refine Finset.sum_congr rfl fun r _ => ?_
  rw [inner_smul_left, inner_smul_right, starRingEnd_apply]
  ring
```

Write $K=1-\gamma$. Both matrices are Hermitian, so

$$\|u_p\|^2=\sum_{qr}\overline{K_{qp}}\,\gamma_{qr}K_{rp}=(K\gamma K)_{pp},$$

$$\|v_p\|^2=\sum_{qr}\overline{\gamma_{pq}}\,K_{rq}\,\gamma_{pr}=\sum_{qr}\gamma_{pr}K_{rq}\gamma_{qp}=(\gamma K\gamma)_{pp}.$$

Since $\gamma$ and $K$ commute and add up to the identity, $K\gamma K+\gamma K\gamma=\gamma K(K+\gamma)=\gamma-\gamma^2$. Therefore

$$(\gamma-\gamma^2)_{pp}=\|u_p\|^2+\|v_p\|^2.$$

In Lean, `hG` and `hK` are the two Hermiticity statements, `noncomm_ring` proves the matrix identity `split`, and the two bullets match the norms to its terms. The lemma does not assume `hN`, so it holds for every unit vector.

```lean
/-- Each diagonal entry of `γ - γ²` is a sum of two squared norms. -/
theorem idempotency_defect (h : IsCAR a c) (hΨ : ‖Ψ‖ = 1) (p : ι) :
    (rdm a c Ψ - rdm a c Ψ * rdm a c Ψ) p p
      = ((‖particleDefect a c Ψ p‖ ^ 2 + ‖holeDefect a c Ψ p‖ ^ 2 : ℝ) : ℂ) := by
  have hG : (rdm a c Ψ).IsHermitian := by
    ext i j
    rw [Matrix.conjTranspose_apply, rdm_gram h, rdm_gram h]
    exact inner_conj_symm _ _
  have hK : (1 - rdm a c Ψ).IsHermitian := Matrix.isHermitian_one.sub hG
  have split : rdm a c Ψ - rdm a c Ψ * rdm a c Ψ
      = (1 - rdm a c Ψ) * rdm a c Ψ * (1 - rdm a c Ψ)
        + rdm a c Ψ * (1 - rdm a c Ψ) * rdm a c Ψ := by noncomm_ring
  rw [split, Matrix.add_apply, Complex.ofReal_add, particleDefect, holeDefect,
    norm_sq_superposition, norm_sq_superposition]
  congr 1
  · rw [Finset.sum_comm, Matrix.mul_apply]
    refine Finset.sum_congr rfl fun r _ => ?_
    rw [Matrix.mul_apply, Finset.sum_mul]
    refine Finset.sum_congr rfl fun q _ => ?_
    rw [hK.apply, rdm_gram h q r]
  · rw [Matrix.mul_apply]
    refine Finset.sum_congr rfl fun q _ => ?_
    rw [Matrix.mul_apply, Finset.sum_mul]
    refine Finset.sum_congr rfl fun r _ => ?_
    rw [hG.apply, hole_gram h hΨ]
    ring
```

Summing over $p$ and using the trace formula gives

$$\sum_{pq}\lambda_{pq,pq}=-\sum_p\big(\|u_p\|^2+\|v_p\|^2\big)\le0.$$

```lean
/-- The trace of the two-body cumulant is minus a sum of squared norms. -/
theorem cumulant_trace_eq_neg (h : IsCAR a c) (hΨ : ‖Ψ‖ = 1)
    (hN : ∑ q, c q (a q Ψ) = N • Ψ) :
    ∑ p, ∑ q, cumulant a c Ψ p q p q
      = -((∑ p, (‖particleDefect a c Ψ p‖ ^ 2 + ‖holeDefect a c Ψ p‖ ^ 2) : ℝ) : ℂ) := by
  rw [Complex.ofReal_sum, ← Finset.sum_congr rfl (fun p _ => idempotency_defect h hΨ p),
    cumulant_trace h hΨ hN]
  simp [Matrix.trace, Finset.sum_sub_distrib]
```

If the trace is zero, every term in this sum of non-negative numbers is zero, so $u_p=0$ for all $p$. Pairing with $a_r\Psi$ gives

$$0=\langle a_r\Psi,u_p\rangle=\sum_q\gamma_{rq}(1-\gamma)_{qp}=(\gamma-\gamma^2)_{rp},$$

which is $\gamma^2=\gamma$. Conversely, $\gamma^2=\gamma$ makes the trace formula vanish. The proof extracts the individual terms with `Finset.sum_eq_zero_iff_of_nonneg`; its `h3` is the matrix equation $\gamma(1-\gamma)=0$.

```lean
/-- The trace of the two-body cumulant vanishes exactly when the one-body density matrix
is idempotent. -/
theorem cumulant_trace_eq_zero_iff (h : IsCAR a c) (hΨ : ‖Ψ‖ = 1)
    (hN : ∑ q, c q (a q Ψ) = N • Ψ) :
    ∑ p, ∑ q, cumulant a c Ψ p q p q = 0 ↔ rdm a c Ψ * rdm a c Ψ = rdm a c Ψ := by
  constructor
  · intro h0
    rw [cumulant_trace_eq_neg h hΨ hN, neg_eq_zero, Complex.ofReal_eq_zero] at h0
    have hu : ∀ p, particleDefect a c Ψ p = 0 := by
      intro p
      have hp := (Finset.sum_eq_zero_iff_of_nonneg
        (fun p _ => by positivity)).mp h0 p (Finset.mem_univ p)
      have h2 : ‖particleDefect a c Ψ p‖ ^ 2 = 0 := by
        linarith [sq_nonneg ‖particleDefect a c Ψ p‖, sq_nonneg ‖holeDefect a c Ψ p‖]
      exact norm_eq_zero.mp (pow_eq_zero_iff two_ne_zero |>.mp h2)
    -- pairing the vanishing vectors with a_r Ψ gives γ (1 - γ) = 0
    have h3 : rdm a c Ψ * (1 - rdm a c Ψ) = 0 := by
      ext r p
      have h4 : ⟪a r Ψ, particleDefect a c Ψ p⟫_ℂ = 0 := by rw [hu p, inner_zero_right]
      rw [particleDefect, inner_sum] at h4
      rw [Matrix.mul_apply, Matrix.zero_apply, ← h4]
      refine Finset.sum_congr rfl fun q _ => ?_
      rw [inner_smul_right, rdm_gram h r q, mul_comm]
    rw [mul_sub, mul_one] at h3
    exact (sub_eq_zero.mp h3).symm
  · intro hγ
    rw [cumulant_trace h hΨ hN, hγ, sub_self]
```

The theorem characterises idempotency of $\gamma$; identifying such a state in Fock space with a single Slater determinant takes a further argument, which the file does not contain.

## One shared electron, and a correlated pair

A system of two modes on $\mathbb C^4$ meets all the assumptions. Matrices act on column vectors through `matOp`.

```lean
/-- The operator on `ℂ⁴` given by a matrix. -/
def matOp (M : Matrix (Fin 4) (Fin 4) ℂ) :
    EuclideanSpace ℂ (Fin 4) →ₗ[ℂ] EuclideanSpace ℂ (Fin 4) where
  toFun v := WithLp.toLp 2 (M *ᵥ v.ofLp)
  map_add' x y := by simp [Matrix.mulVec_add]
  map_smul' z x := by simp [Matrix.mulVec_smul]
```

The annihilators are real Jordan–Wigner matrices, so their transposes are their adjoints. The sign $-1$ makes the two modes anticommute.

```lean
/-- Jordan-Wigner annihilators of two modes in the basis `|00⟩, |10⟩, |01⟩, |11⟩`. -/
def jordanWigner : Fin 2 → Matrix (Fin 4) (Fin 4) ℂ :=
  ![!![0, 1, 0, 0; 0, 0, 0, 0; 0, 0, 0, 1; 0, 0, 0, 0],
    !![0, 0, 1, 0; 0, 0, 0, -1; 0, 0, 0, 0; 0, 0, 0, 0]]
```

The state is $\tfrac35|10\rangle+\tfrac45|01\rangle$, with $N=1$.

```lean
/-- One electron shared by two orbitals with amplitudes `3/5` and `4/5`. -/
def sharedElectron : EuclideanSpace ℂ (Fin 4) := WithLp.toLp 2 ![0, 3 / 5, 4 / 5, 0]
```

The theorem checks the relations, the norm and the particle number by running through the modes and components.

```lean
/-- The two Jordan-Wigner modes satisfy the anticommutation relations, and the shared
electron is a unit vector with particle number one. -/
theorem isCAR_witness :
    IsCAR (fun p => matOp (jordanWigner p)) (fun p => matOp (jordanWigner p)ᵀ) ∧
    ‖sharedElectron‖ = 1 ∧
    ∑ p, matOp (jordanWigner p)ᵀ (matOp (jordanWigner p) sharedElectron)
      = (1 : ℂ) • sharedElectron := by
  refine ⟨⟨?_, ?_, ?_⟩, ?_, ?_⟩
  · intro p x y
    fin_cases p <;> simp [matOp, jordanWigner, PiLp.inner_apply, Matrix.mulVec, dotProduct,
      Fin.sum_univ_four]
  · intro p q x
    ext i
    fin_cases p <;> fin_cases q <;> fin_cases i <;>
      simp [matOp, jordanWigner, dotProduct, Fin.sum_univ_four]
  · intro p q x
    ext i
    fin_cases p <;> fin_cases q <;> fin_cases i <;>
      simp [matOp, jordanWigner, Matrix.mulVec, dotProduct, Fin.sum_univ_four]
  · rw [EuclideanSpace.norm_eq, Real.sqrt_eq_one]
    simp [sharedElectron, Fin.sum_univ_four]
    norm_num
  · ext i
    fin_cases i <;> simp [matOp, jordanWigner, sharedElectron, Matrix.mulVec, dotProduct,
      Matrix.mul_apply, Fin.sum_univ_four]

end CumulantTrace
```

```lean
#print axioms CumulantTrace.cumulant_trace_eq_zero_iff
```

```
'CumulantTrace.cumulant_trace_eq_zero_iff' depends on axioms: [propext, Classical.choice, Quot.sound]
```

For this state

$$\gamma=\frac1{25}\begin{pmatrix}9&12\\12&16\end{pmatrix},\qquad\gamma^2=\gamma,$$

so the cumulant trace is zero although the electron is spread over two orbitals.

Two electrons that share two pairs of orbitals give a nonzero value. Number four modes $0,1,2,3$ and take $\Psi=\tfrac35|1100\rangle+\tfrac45|0011\rangle$. Then $\gamma$ is diagonal with entries $\tfrac9{25},\tfrac9{25},\tfrac{16}{25},\tfrac{16}{25}$, and

$$\mathrm{tr}\,\gamma^2-\mathrm{tr}\,\gamma=\frac{674}{625}-2=-\frac{576}{625}.$$

Computed from the cumulant itself, the pair density contributes $2\cdot\tfrac9{25}+2\cdot\tfrac{16}{25}=2$, the direct product subtracts $(\mathrm{tr}\,\gamma)^2=4$, and the exchange product adds $\tfrac{674}{625}$. The total is again $-\tfrac{576}{625}$. The squared norms agree as well: each mode contributes $\tfrac9{25}\cdot\tfrac{16}{25}=\tfrac{144}{625}$, and there are four modes.
